# Exponentially decaying terms on the one-dimensional integer lattice have a convergent sum

The lemma `summable_exp_abs` says that a profile falling off exponentially with distance from the origin of a one-dimensional lattice has a finite total. In mathematical terms, for every real c > 0 the sum of exp(−c|R|) over all integers R converges. The sites are the integers themselves, so c is a dimensionless decay rate, and no Hamiltonian or wavefunction enters the statement. The proof first treats the natural numbers, where the terms are the powers of exp(−c) and form a geometric series. It then uses `Summable.of_nat_of_neg` to pass to all the integers, since |R| is the same for R and −R.

The failing Lean file:

```lean
import Mathlib

open Complex

namespace BlochSumAnalyticity

noncomputable section

/-- An exponentially decaying profile on the integer lattice is summable. -/
theorem summable_exp_abs {c : ℝ} (hc : 0 < c) :
    Summable fun R : ℤ => Real.exp (-c * |(R : ℝ)|) := by
  have h : Summable fun n : ℕ => Real.exp (-c * (n : ℝ)) := by
    have e : (fun n : ℕ => Real.exp (-c * (n : ℝ))) = fun n : ℕ => Real.exp (-c) ^ n := by
      funext n
      rw [← Real.exp_nat_mul, mul_comm]
    rw [e]
    exact summable_geometric_of_lt_one (Real.exp_nonneg _) (Real.exp_lt_one (by linarith))
  -- the two half-lattices are geometric series
  apply Summable.of_nat_of_neg
  · simpa only [Int.cast_natCast, Nat.abs_cast] using h
  · simpa only [Int.cast_neg, Int.cast_natCast, abs_neg, Nat.abs_cast] using h

end

end BlochSumAnalyticity
```

Messages:

```
Main.lean:17:60: error(lean.unknownIdentifier): Unknown constant `Real.exp_lt_one`
```

The one message says that Lean knows no constant called `Real.exp_lt_one`. The mathematics at that point is sound: `summable_geometric_of_lt_one` needs the ratio exp(−c) to be non-negative and less than 1, and the missing name was meant to supply the second fact.

The repair uses `Real.exp_lt_one_iff`, which does exist and states an equivalence: exp x < 1 exactly when x < 0. The suffix `.2` takes it from right to left, so that a proof of −c < 0 gives exp(−c) < 1. That inequality is still proved by `linarith`, from the hypothesis `hc : 0 < c`. Breaking the line in two is mere tidying.

This version goes through:

```diff
@@ -15,5 +15,6 @@
       rw [← Real.exp_nat_mul, mul_comm]
     rw [e]
-    exact summable_geometric_of_lt_one (Real.exp_nonneg _) (Real.exp_lt_one (by linarith))
+    exact summable_geometric_of_lt_one (Real.exp_nonneg _)
+      (Real.exp_lt_one_iff.2 (by linarith))
   -- the two half-lattices are geometric series
   apply Summable.of_nat_of_neg
```
